# A phase's energy relative to its decomposition as a ratio of determinants

A phase of composition `c` and energy `e` is compared with a mixture of finitely many reference phases, whose compositions are the rows of a real invertible matrix `C` and whose energies are the entries of `E`. The mixture that reproduces `c` has coefficients `c C⁻¹`, which may be negative and need not sum to one. `det_bordered` states that the determinant of `C` bordered by the column `E`, the row `c` and the corner `e` equals `det C` times `e` minus the energy of that mixture. The attempt factors the bordered determinant into `det C` and the determinant of a 1×1 Schur complement, then tries to replace the latter by its only entry.

This version doesn't compile in Lean 4 with Mathlib:

```lean
import Mathlib

open Matrix

namespace ConvexHullDeterminant

noncomputable section

variable {n κ : Type*} [Fintype n] [DecidableEq n] [Fintype κ] [DecidableEq κ]

/-- Decomposition fractions `c C⁻¹` of a composition `c` into the phases whose compositions
are the rows of `C`; the domain is invertible `C`. -/
def fractions (C : Matrix n n ℝ) (c : n → ℝ) : n → ℝ := c ᵥ* C⁻¹

/-- The composition matrix bordered by the energy column `E`, the row `c` and the corner `e`. -/
def bordered (C : Matrix n n ℝ) (E c : n → ℝ) (e : ℝ) : Matrix (n ⊕ Unit) (n ⊕ Unit) ℝ :=
  Matrix.fromBlocks C (Matrix.of fun i _ => E i) (Matrix.of fun _ j => c j)
    (Matrix.of fun _ _ => e)

/-- The bordered determinant is `det C` times the energy of the phase relative to its
decomposition into the facet phases. -/
theorem det_bordered {C : Matrix n n ℝ} (hC : C.det ≠ 0) (E c : n → ℝ) (e : ℝ) :
    (bordered C E c e).det = C.det * (e - ∑ i, fractions C c i * E i) := by
  letI := C.invertibleOfIsUnitDet (isUnit_iff_ne_zero.mpr hC)
  -- the Schur complement of `C` is a single number
  rw [bordered, Matrix.det_fromBlocks₁₁, Matrix.invOf_eq_nonsing_inv, Matrix.det_unique]
  congr 1

end

end ConvexHullDeterminant
```

The error:

```
Main.lean:24:2: warning: Try this: 
  letI̵

The goal is a proposition, so `let` is preferred over `letI`.
The difference between `let` and `letI` is that `letI` inlines the value.
But this is not relevant for proofs because of proof irrelevance.

Note: This linter can be disabled with `set_option linter.style.haveILetI false`
Main.lean:26:70: error(lean.synthInstanceFailed): failed to synthesize instance of type class
  Unique n

Hint: Type class instance resolution failures can be inspected with the `set_option trace.Meta.synthInstance true` command.
Main.lean:23:73: error: unsolved goals
case e_a
n : Type u_1
inst✝¹ : Fintype n
inst✝ : DecidableEq n
C : Matrix n n ℝ
hC : C.det ≠ 0
E c : n → ℝ
e : ℝ
this : Invertible C := C.invertibleOfIsUnitDet ⋯
⊢ ((of fun x x_1 => e) - (of fun x j => c j) * C⁻¹ * of fun i x => E i).det = e - ∑ i, fractions C c i * E i

n : Type u_1
inst✝¹ : Fintype n
inst✝ : DecidableEq n
C : Matrix n n ℝ
hC : C.det ≠ 0
E c : n → ℝ
e : ℝ
this : Invertible C := ⋯
⊢ Unique n
```

Cause. `Matrix.det_unique` equates a determinant with the matrix's single entry when the index type has exactly one element. In the `rw` it was given no matrix, and it matched `C.det` instead of the determinant of the Schur complement. Lean therefore needed `Unique n`, which is not available for a general finite `n`; this is the first error. The second lists what was left after `congr 1`: the equation for the Schur complement's determinant, still unevaluated, and the goal `Unique n`.

The repair takes `Matrix.det_unique` out of the `rw`. `congr 1` now removes the common factor `C.det` first, and the lemma is applied to the equation that remains, whose matrix is indexed by `Unit`, a type with one element. The closing `rfl` works because that matrix's entry is by definition `e - ∑ i, fractions C c i * E i`.

Changing `letI` to `let` only answers the style warning.

The change, after which it compiles:

```diff
@@ -22,8 +22,9 @@
 theorem det_bordered {C : Matrix n n ℝ} (hC : C.det ≠ 0) (E c : n → ℝ) (e : ℝ) :
     (bordered C E c e).det = C.det * (e - ∑ i, fractions C c i * E i) := by
-  letI := C.invertibleOfIsUnitDet (isUnit_iff_ne_zero.mpr hC)
+  let := C.invertibleOfIsUnitDet (isUnit_iff_ne_zero.mpr hC)
   -- the Schur complement of `C` is a single number
-  rw [bordered, Matrix.det_fromBlocks₁₁, Matrix.invOf_eq_nonsing_inv, Matrix.det_unique]
+  rw [bordered, Matrix.det_fromBlocks₁₁, Matrix.invOf_eq_nonsing_inv]
   congr 1
+  exact (Matrix.det_unique _).trans rfl
 
 end
```
